# The block triangular preconditioner with the exact Schur complement solves $Kx=b$ in two Richardson steps

In a second-order multiconfigurational SCF step I solve a linear system whose unknowns split into two groups, orbital rotations and CI coefficients. The matrix has a block $A$ for the first group, a block $D$ for the second, and couplings $B$ and $C$. I precondition with a block upper triangular matrix that keeps $A$ and $B$, drops $C$, and replaces $D$ by an approximation to the Schur complement $S = D - CA^{-1}B$. The claim I keep hearing is that, with $A$ and $S$ invertible and $S$ used exactly, the iteration finishes in two steps however strong the coupling is. I would like to see this derived rigorously and machine-checked, together with what survives when $S$ is only approximated.

## Block elimination makes $KP^{-1}$ lower triangular

The claim is true in exact arithmetic for finite matrices, and the two steps can be taken with the plain preconditioned Richardson update. Let the first group have $|m|$ unknowns and the second $|n|$, and let $\hat S$ be any invertible $|n|\times|n|$ matrix. Write $I$ for an identity matrix of the size that fits, and

$$K=\begin{pmatrix}A&B\\C&D\end{pmatrix},\qquad P=\begin{pmatrix}A&B\\0&\hat S\end{pmatrix}.$$

Since $P$ is block triangular, $\det P=\det A\,\det\hat S\neq0$. Its inverse is

$$P^{-1}=\begin{pmatrix}A^{-1}&-A^{-1}B\hat S^{-1}\\0&\hat S^{-1}\end{pmatrix},$$

as multiplication by $P$ from the left shows: the diagonal blocks are $AA^{-1}=I$ and $\hat S\hat S^{-1}=I$, the upper right block is $-B\hat S^{-1}+B\hat S^{-1}=0$, and the lower left block is zero. Set $T=KP^{-1}$. The first block row of $K$ equals that of $P$, so the first block row of $T$ is $(I,\,0)$. The second has $CA^{-1}$ on the left and $-CA^{-1}B\hat S^{-1}+D\hat S^{-1}=S\hat S^{-1}$ on the right:

$$T=\begin{pmatrix}I&0\\CA^{-1}&S\hat S^{-1}\end{pmatrix}.$$

The characteristic polynomial of a block triangular matrix factorises, so with $X$ the indeterminate and $\chi_M(X)=\det(XI-M)$,

$$\chi_T(X)=(X-1)^{|m|}\,\chi_{S\hat S^{-1}}(X).$$

Apart from $|m|$ copies of the eigenvalue $1$, the spectrum of $T$ is that of $S\hat S^{-1}$. Define the error of the approximation as $E=S\hat S^{-1}-I$. Then

$$T-I=\begin{pmatrix}0&0\\CA^{-1}&E\end{pmatrix},\qquad (T-I)^2=\begin{pmatrix}0&0\\E\,CA^{-1}&E^2\end{pmatrix},$$

so $(T-I)^2=0$ holds exactly when $ECA^{-1}=0$ and $E^2=0$.

For $\hat S=S$ one has $E=0$, both conditions hold, and $(T-I)^2=0$. Expanding, $T(2I-T)=2T-T^2=I-(T-I)^2=I$. Since $T=KP^{-1}$, this reads $K\,[P^{-1}(2I-KP^{-1})]=I$. A square matrix with a right inverse is invertible and the right inverse is its inverse, hence

$$K^{-1}=P^{-1}\,(2I-KP^{-1}).$$

For the iteration, let $b$ be the right-hand side, $x$ a trial vector and $r=b-Kx$ its residual. The update $x'=x+P^{-1}r$ gives $r'=b-Kx-KP^{-1}r=(I-T)r$. Two updates give $r''=(I-T)^2r=0$, so the second iterate solves $Kx=b$ from any start. Finally, with $\hat S=S$ the equation $T=I$ means $CA^{-1}=0$, and multiplying by $A$ from the right turns this into $C=0$. Whenever $C\neq0$, the matrix $T-I$ is nonzero with zero square.

## The Lean file

```lean
import Mathlib

open Matrix Polynomial

namespace BlockTriangularPreconditioner

noncomputable section

variable {F : Type*} [Field F] {m n : Type*} [Fintype m] [Fintype n]
  [DecidableEq m] [DecidableEq n]

/-- The Schur complement `S = D - C A⁻¹ B` of the block system `K = [[A, B], [C, D]]`. -/
def schur (A : Matrix m m F) (B : Matrix m n F) (C : Matrix n m F) (D : Matrix n n F) :
    Matrix n n F :=
  D - C * A⁻¹ * B

/-- The block upper triangular preconditioner `P = [[A, B], [0, Ŝ]]` built from an
approximation `Ŝ` of the Schur complement. -/
def precond (A : Matrix m m F) (B : Matrix m n F) (Sh : Matrix n n F) :
    Matrix (m ⊕ n) (m ⊕ n) F :=
  fromBlocks A B 0 Sh

/-- One preconditioned Richardson step `x ↦ x + P⁻¹ (b - K x)` for the system `K x = b`. -/
def richardson {ι : Type*} [Fintype ι] [DecidableEq ι] (K P : Matrix ι ι F) (b x : ι → F) :
    ι → F :=
  x + P⁻¹ *ᵥ (b - K *ᵥ x)

variable (A : Matrix m m F) (B : Matrix m n F) (C : Matrix n m F) (D Sh : Matrix n n F)

/-- The preconditioner is invertible when both diagonal blocks are. -/
theorem precond_isUnit (hA : IsUnit A.det) (hS : IsUnit Sh.det) :
    IsUnit (precond A B Sh).det := by
  rw [precond, det_fromBlocks_zero₂₁]
  exact hA.mul hS

/-- The inverse of the preconditioner is `[[A⁻¹, -A⁻¹ B Ŝ⁻¹], [0, Ŝ⁻¹]]`. -/
theorem precond_inv (hA : IsUnit A.det) (hS : IsUnit Sh.det) :
    (precond A B Sh)⁻¹ = fromBlocks A⁻¹ (-(A⁻¹ * (B * Sh⁻¹))) 0 Sh⁻¹ := by
  apply Matrix.inv_eq_right_inv
  have h1 : A * A⁻¹ + B * (0 : Matrix n m F) = 1 := by
    rw [Matrix.mul_zero, add_zero, Matrix.mul_nonsing_inv A hA]
  have h2 : A * (-(A⁻¹ * (B * Sh⁻¹))) + B * Sh⁻¹ = 0 := by
    rw [Matrix.mul_neg, Matrix.mul_nonsing_inv_cancel_left A _ hA, neg_add_cancel]
  have h3 : (0 : Matrix n m F) * A⁻¹ + Sh * (0 : Matrix n m F) = 0 := by simp
  have h4 : (0 : Matrix n m F) * (-(A⁻¹ * (B * Sh⁻¹))) + Sh * Sh⁻¹ = 1 := by
    rw [Matrix.zero_mul, zero_add, Matrix.mul_nonsing_inv Sh hS]
  rw [precond, fromBlocks_multiply, h1, h2, h3, h4, fromBlocks_one]

/-- The right-preconditioned matrix is block lower triangular:
`K P⁻¹ = [[I, 0], [C A⁻¹, S Ŝ⁻¹]]`. -/
theorem preconditioned_eq (hA : IsUnit A.det) (hS : IsUnit Sh.det) :
    fromBlocks A B C D * (precond A B Sh)⁻¹
      = fromBlocks 1 0 (C * A⁻¹) (schur A B C D * Sh⁻¹) := by
  have h1 : A * A⁻¹ + B * (0 : Matrix n m F) = 1 := by
    rw [Matrix.mul_zero, add_zero, Matrix.mul_nonsing_inv A hA]
  have h2 : A * (-(A⁻¹ * (B * Sh⁻¹))) + B * Sh⁻¹ = 0 := by
    rw [Matrix.mul_neg, Matrix.mul_nonsing_inv_cancel_left A _ hA, neg_add_cancel]
  have h3 : C * A⁻¹ + D * (0 : Matrix n m F) = C * A⁻¹ := by
    rw [Matrix.mul_zero, add_zero]
  -- the Schur complement appears in the lower right block
  have h4 : C * (-(A⁻¹ * (B * Sh⁻¹))) + D * Sh⁻¹ = schur A B C D * Sh⁻¹ := by
    rw [schur, Matrix.sub_mul, Matrix.mul_neg, Matrix.mul_assoc, Matrix.mul_assoc]
    abel
  rw [precond_inv A B Sh hA hS, fromBlocks_multiply, h1, h2, h3, h4]

/-- The characteristic polynomial of `K P⁻¹` is `(X - 1)^{dim A}` times that of `S Ŝ⁻¹`. -/
theorem charpoly_preconditioned (hA : IsUnit A.det) (hS : IsUnit Sh.det) :
    (fromBlocks A B C D * (precond A B Sh)⁻¹).charpoly
      = (X - 1) ^ Fintype.card m * (schur A B C D * Sh⁻¹).charpoly := by
  rw [preconditioned_eq A B C D Sh hA hS, charpoly_fromBlocks_zero₁₂, Matrix.charpoly_one]

/-- For an approximate Schur block `Ŝ`, the matrix `K P⁻¹ - I` squares to zero exactly when
the error `E = S Ŝ⁻¹ - I` satisfies `E C A⁻¹ = 0` and `E² = 0`. -/
theorem sq_eq_zero_iff (hA : IsUnit A.det) (hS : IsUnit Sh.det) :
    (fromBlocks A B C D * (precond A B Sh)⁻¹ - 1) ^ 2 = 0 ↔
      (schur A B C D * Sh⁻¹ - 1) * (C * A⁻¹) = 0 ∧ (schur A B C D * Sh⁻¹ - 1) ^ 2 = 0 := by
  have h : fromBlocks A B C D * (precond A B Sh)⁻¹ - 1
      = fromBlocks 0 0 (C * A⁻¹) (schur A B C D * Sh⁻¹ - 1) := by
    rw [preconditioned_eq A B C D Sh hA hS, sub_eq_iff_eq_add, ← fromBlocks_one,
      fromBlocks_add]
    simp only [zero_add, add_zero, sub_add_cancel]
  rw [h, pow_two, pow_two, fromBlocks_multiply]
  simp only [Matrix.zero_mul, Matrix.mul_zero, add_zero, zero_add]
  constructor
  · intro h0
    rw [← fromBlocks_zero, fromBlocks_inj] at h0
    exact ⟨h0.2.2.1, h0.2.2.2⟩
  · rintro ⟨h1, h2⟩
    rw [h1, h2, fromBlocks_zero]

/-- With the exact Schur complement in `P = [[A, B], [0, S]]`, the matrix `K P⁻¹ - I`
squares to zero, `K` is invertible, and `K⁻¹ = P⁻¹ (2 I - K P⁻¹)`. -/
theorem exact_block_triangular (hA : IsUnit A.det) (hS : IsUnit (schur A B C D).det) :
    (fromBlocks A B C D * (precond A B (schur A B C D))⁻¹ - 1) ^ 2 = 0 ∧
    IsUnit (fromBlocks A B C D).det ∧
    (fromBlocks A B C D)⁻¹ = (precond A B (schur A B C D))⁻¹ *
      (2 - fromBlocks A B C D * (precond A B (schur A B C D))⁻¹) := by
  have hsq : (fromBlocks A B C D * (precond A B (schur A B C D))⁻¹ - 1) ^ 2 = 0 := by
    rw [sq_eq_zero_iff A B C D _ hA hS, Matrix.mul_nonsing_inv _ hS, sub_self]
    exact ⟨Matrix.zero_mul _, by rw [pow_two, Matrix.zero_mul]⟩
  generalize fromBlocks A B C D = K at hsq ⊢
  generalize (precond A B (schur A B C D))⁻¹ = Q at hsq ⊢
  -- with T = K P⁻¹ one has T (2 - T) = 1 - (T - 1)²
  have hr : K * (Q * (2 - K * Q)) = 1 := by
    calc K * (Q * (2 - K * Q)) = 1 - (K * Q - 1) ^ 2 := by
          rw [← one_add_one_eq_two]
          noncomm_ring
      _ = 1 := by rw [hsq, sub_zero]
  exact ⟨hsq, Matrix.isUnit_det_of_right_inverse hr, Matrix.inv_eq_right_inv hr⟩

/-- One Richardson step multiplies the residual `b - K x` by `I - K P⁻¹`. -/
theorem residual_richardson {ι : Type*} [Fintype ι] [DecidableEq ι] (K P : Matrix ι ι F)
    (b x : ι → F) :
    b - K *ᵥ richardson K P b x = (1 - K * P⁻¹) *ᵥ (b - K *ᵥ x) := by
  rw [richardson, Matrix.mulVec_add, Matrix.mulVec_mulVec, Matrix.sub_mulVec,
    Matrix.one_mulVec, sub_add_eq_sub_sub]

/-- With the exact Schur complement in `P`, two Richardson steps from any starting vector
solve `K x = b` exactly. -/
theorem richardson_two_steps (hA : IsUnit A.det) (hS : IsUnit (schur A B C D).det)
    (b x : m ⊕ n → F) :
    fromBlocks A B C D *ᵥ
      richardson (fromBlocks A B C D) (precond A B (schur A B C D)) b
        (richardson (fromBlocks A B C D) (precond A B (schur A B C D)) b x) = b := by
  have hsq := (exact_block_triangular A B C D hA hS).1
  generalize fromBlocks A B C D = K at hsq ⊢
  generalize precond A B (schur A B C D) = P at hsq ⊢
  have h2 : (1 - K * P⁻¹) * (1 - K * P⁻¹) = 0 := by
    rw [← hsq]
    noncomm_ring
  -- the residual after two steps is (I - K P⁻¹)² times the initial one
  have h : b - K *ᵥ richardson K P b (richardson K P b x) = 0 := by
    rw [residual_richardson, residual_richardson, Matrix.mulVec_mulVec, h2,
      Matrix.zero_mulVec]
  exact (sub_eq_zero.mp h).symm

/-- With the exact Schur complement in `P`, the matrix `K P⁻¹` is the identity exactly when
the lower left block `C` vanishes. -/
theorem preconditioned_eq_one_iff (hA : IsUnit A.det) (hS : IsUnit (schur A B C D).det) :
    fromBlocks A B C D * (precond A B (schur A B C D))⁻¹ = 1 ↔ C = 0 := by
  rw [preconditioned_eq A B C D _ hA hS, Matrix.mul_nonsing_inv _ hS, ← fromBlocks_one,
    fromBlocks_inj]
  constructor
  · rintro ⟨-, -, h, -⟩
    calc C = C * A⁻¹ * A := (Matrix.nonsing_inv_mul_cancel_right A C hA).symm
      _ = 0 := by rw [h, Matrix.zero_mul]
  · intro h
    exact ⟨rfl, rfl, by rw [h, Matrix.zero_mul], rfl⟩

end

end BlockTriangularPreconditioner
```

```lean
#print axioms BlockTriangularPreconditioner.precond_isUnit
#print axioms BlockTriangularPreconditioner.charpoly_preconditioned
#print axioms BlockTriangularPreconditioner.richardson_two_steps
#print axioms BlockTriangularPreconditioner.preconditioned_eq_one_iff
```

```
'BlockTriangularPreconditioner.precond_isUnit' depends on axioms: [propext, Classical.choice, Quot.sound]
'BlockTriangularPreconditioner.charpoly_preconditioned' depends on axioms: [propext, Classical.choice, Quot.sound]
'BlockTriangularPreconditioner.richardson_two_steps' depends on axioms: [propext, Classical.choice, Quot.sound]
'BlockTriangularPreconditioner.preconditioned_eq_one_iff' depends on axioms: [propext, Classical.choice, Quot.sound]
```

## Matrices, hypotheses and what they stand for

The scalars form an arbitrary field `F`, which includes the real and complex numbers. The finite types `m` and `n` label the two groups of unknowns, a vector on `m ⊕ n` is the stacked vector, and `fromBlocks A B C D` is $K$. The definitions `schur`, `precond` and `richardson` are $S$, $P$ and the update $x\mapsto x'$; `Sh` is $\hat S$ and `Fintype.card m` is $|m|$. The numerals `1` and `2` in a matrix expression mean $I$ and $2I$. The conventions are fixed as follows: $P$ is upper triangular with $+\hat S$ in the corner, its inverse multiplies $K$ from the right, and the step length is one.

Over a field `IsUnit A.det` says $\det A\neq0$. In the orbital–CI setting this means that the orbital block has no zero mode. At a stationary point, rotations that leave the energy unchanged at fixed CI coefficients (inactive–inactive, virtual–virtual) are such zero modes and have to be excluded. Rotations whose effect can be undone by a change of the CI coefficients (active–active in CASSCF) need not make $A$ singular, but at a stationary point they make $K$ singular, and then, for invertible $A$, also $S$, since $\det K=\det A\,\det S$. The same happens with a change of the CI vector along itself when the energy is the expectation value divided by the squared norm, because scaling the vector leaves this energy unchanged. Both kinds of direction have to be removed before the theorems with the exact $S$ apply at such a point. The hypothesis `hS` is either invertibility of `Sh` or, in the exact theorems, of `schur A B C D`, the effective matrix left for the second group after the first has been eliminated. Both conditions are assumed and not derived from any Hamiltonian. No symmetry or definiteness is required: $C$ need not be the transpose of $B$, and $D$ may be singular or zero, as in a system with Lagrange multipliers.

For every invertible $\hat S$, `precond_isUnit`, `precond_inv`, `preconditioned_eq`, `charpoly_preconditioned` and `sq_eq_zero_iff` state the invertibility of $P$, its inverse, the form of $T$, the factorisation of $\chi_T$ and the two-condition criterion; none of them needs $S$ itself to be invertible. The main theorem `exact_block_triangular` concludes three things for $\hat S=S$: $(KP^{-1}-I)^2=0$, $\det K\neq0$, and the formula for $K^{-1}$. Then `richardson_two_steps` says that $K$ applied to the twice-updated vector equals $b$ for all `b` and `x`, and `preconditioned_eq_one_iff` says $KP^{-1}=I\Leftrightarrow C=0$. The lemma `residual_richardson` carries no hypothesis on `P`: Mathlib assigns the zero matrix as inverse of a singular matrix, and the identity holds for whatever matrix `P⁻¹` denotes.

The theorems contain no norm, condition number or rounding error, and they give no convergence rate for $\hat S\neq S$. The iteration treated is Richardson's; Krylov solvers such as GMRES do not appear. For an electronic-structure code the result describes the ideal limit of a block preconditioner for one finite linear system, such as a single Newton or response equation, and not the nonlinear self-consistency loop around it. Applying $P^{-1}$ with the exact $S$ means solving with both $A$ and $S$, which is essentially a full block elimination, so the statements about $S\hat S^{-1}$ are the ones that concern an approximate preconditioner.

## How the tactics follow the algebra

`precond_isUnit` rewrites the determinant with `det_fromBlocks_zero₂₁` and multiplies the two units. In `precond_inv`, `Matrix.inv_eq_right_inv` reduces the claim to a product being $I$, and `h1` to `h4` are its four blocks, collected by `fromBlocks_multiply` and `fromBlocks_one`. `preconditioned_eq` repeats the first two blocks, since the top rows of $K$ and $P$ agree; in `h4` the definition of `schur` is distributed over $\hat S^{-1}$, the products are reassociated, and `abel` reorders the sum. `charpoly_preconditioned` applies `charpoly_fromBlocks_zero₁₂` and `Matrix.charpoly_one` to this form.

In `sq_eq_zero_iff`, `h` is the block form of $T-I$. The square is multiplied out, the zero products are removed, and `fromBlocks_inj` compares with the zero matrix block by block, leaving the two lower blocks as the two conditions.

`exact_block_triangular` obtains `hsq` from that criterion, because `Matrix.mul_nonsing_inv` and `sub_self` turn $E$ into zero. The two `generalize` steps then forget the block structure and keep arbitrary square matrices `K` and `Q` with $(KQ-I)^2=0$. `noncomm_ring` verifies $K(Q(2-KQ))=I-(KQ-I)^2$, the expansion above with the order of factors respected, and the right inverse `hr` yields both invertibility and the inverse formula.

`residual_richardson` is the one-line computation of $r'$. `richardson_two_steps` converts $(T-I)^2=0$ into $(I-T)(I-T)=0$ in `h2` and applies the residual lemma twice. `preconditioned_eq_one_iff` compares blocks with those of $I$ and recovers $C$ as `C * A⁻¹ * A`.

## One unknown in each group

Take scalars $a,\beta,c,d$ for $A,B,C,D$, with $a\neq0$ and $s=d-c\beta/a\neq0$. Then $as=ad-\beta c=\det K$, and with the exact Schur complement

$$T=\begin{pmatrix}1&0\\c/a&1\end{pmatrix},\qquad P^{-1}(2I-T)=\begin{pmatrix}1/a&-\beta/(as)\\0&1/s\end{pmatrix}\begin{pmatrix}1&0\\-c/a&1\end{pmatrix}=\frac1{as}\begin{pmatrix}d&-\beta\\-c&a\end{pmatrix},$$

the familiar $2\times2$ inverse. A residual $(r_1,r_2)$ becomes $(0,\,-cr_1/a)$ after one step and zero after the second. With an approximate $\hat s\neq0$ the eigenvalues of $T$ are $1$ and $s/\hat s$, and $E^2=0$ for the scalar $E=s/\hat s-1$ forces $\hat s=s$; a nonzero $E$ with zero square needs $|n|\ge2$. The theorems also admit an empty `m` or `n`. Then $C$ has no entries, so $C=0$ and the exact preconditioner equals $K$.

## Preconditioning from the left

The statement may equally be set up for $P^{-1}K$, a variant that the file does not treat and that is argued here only informally. Because $P^{-1}K-I=P^{-1}(KP^{-1}-I)P$, the left-preconditioned matrix is similar to $T$, with the same characteristic polynomial, and $(P^{-1}K-I)^2=0$ holds exactly when $(T-I)^2=0$. For invertible $K$, one Richardson step multiplies the error $x-K^{-1}b$ by $I-P^{-1}K$, just as it multiplies the residual by $I-T$, so the statement would refer to the exact solution. With the upper triangular $P$ the product $P^{-1}K$ is in general not block triangular; the clean form returns if $P$ is replaced by the lower triangular matrix with blocks $A$, $0$, $C$, $S$, for which $P^{-1}K$ has identity diagonal blocks and $A^{-1}B$ in the upper right corner, so that $B$ takes over the role of $C$.
